# The overlap determinant equals the product of squared Gram-Schmidt norms

Let v_0, …, v_{n−1} be vectors in a real or complex inner-product space whose inner product is conjugate-linear in its first argument, let S_ij = ⟨v_i, v_j⟩ be their overlap matrix, and let u_0, …, u_{n−1} be their Gram-Schmidt vectors, left unnormalised. The Lean file below proves that det S = ∏_k ‖u_k‖², whether or not the v_i are linearly independent.

```lean
import Mathlib

open InnerProductSpace Matrix

namespace GramSchmidtOverlap

noncomputable section

variable (𝕜 : Type*) {E : Type*} [RCLike 𝕜] [NormedAddCommGroup E] [InnerProductSpace 𝕜 E]
variable {n : ℕ}

/-- The overlap matrix `S i j = ⟨v i, v j⟩` of a finite family of vectors. -/
def overlap (v : Fin n → E) : Matrix (Fin n) (Fin n) 𝕜 :=
  Matrix.of fun i j => inner 𝕜 (v i) (v j)

/-- The Gram-Schmidt coefficients: one on the diagonal, `⟨u i, v j⟩ / ‖u i‖²` above it and zero
below, where `u` are the unnormalised Gram-Schmidt vectors. The quotient is meant for `u i ≠ 0`;
for `u i = 0` the coefficient above the diagonal is zero. -/
def gsCoeff (v : Fin n → E) : Matrix (Fin n) (Fin n) 𝕜 :=
  Matrix.of fun i j =>
    if i = j then 1
    else if i < j then
      inner 𝕜 (gramSchmidt 𝕜 v i) (v j) / (‖gramSchmidt 𝕜 v i‖ : 𝕜) ^ 2
    else 0

/-- The overlap matrix of the unnormalised Gram-Schmidt vectors is diagonal, with their squared
norms as entries. -/
theorem gs_overlap (v : Fin n → E) (k l : Fin n) :
    inner 𝕜 (gramSchmidt 𝕜 v k) (gramSchmidt 𝕜 v l) =
      if k = l then ((‖gramSchmidt 𝕜 v k‖ ^ 2 : ℝ) : 𝕜) else 0 := by
  split_ifs with h
  · subst h
    simp [inner_self_eq_norm_sq_to_K]
  · exact gramSchmidt_orthogonal 𝕜 v h

/-- Each original vector is the combination of Gram-Schmidt vectors given by the corresponding
column of the coefficient matrix. -/
theorem gs_expansion (v : Fin n → E) (j : Fin n) :
    v j = ∑ i, gsCoeff 𝕜 v i j • gramSchmidt 𝕜 v i := by
  calc v j = gramSchmidt 𝕜 v j + ∑ i ∈ Finset.Iio j,
        (inner 𝕜 (gramSchmidt 𝕜 v i) (v j) / (‖gramSchmidt 𝕜 v i‖ : 𝕜) ^ 2) •
          gramSchmidt 𝕜 v i := gramSchmidt_def'' 𝕜 v j
    _ = ∑ i, ((if i = j then gramSchmidt 𝕜 v i else 0) +
        (if i ∈ Finset.Iio j then
          (inner 𝕜 (gramSchmidt 𝕜 v i) (v j) / (‖gramSchmidt 𝕜 v i‖ : 𝕜) ^ 2) •
            gramSchmidt 𝕜 v i else 0)) := by
        simp only [Finset.sum_add_distrib, Finset.sum_ite_eq', Finset.sum_ite_mem,
          Finset.univ_inter, Finset.mem_univ, if_true]
    _ = ∑ i, gsCoeff 𝕜 v i j • gramSchmidt 𝕜 v i := by
        refine Finset.sum_congr rfl fun i _ => ?_
        rcases lt_trichotomy i j with h | h | h
        · simp [gsCoeff, h, h.ne]
        · subst h
          simp [gsCoeff]
        · simp [gsCoeff, h.ne', lt_asymm h]

/-- The Gram-Schmidt coefficient matrix has determinant one. -/
theorem det_gsCoeff (v : Fin n → E) : (gsCoeff 𝕜 v).det = 1 := by
  have htri : (gsCoeff 𝕜 v).BlockTriangular id := by
    intro i j h
    have h' : j < i := h
    simp [gsCoeff, h'.ne', lt_asymm h']
  rw [Matrix.det_of_isUpperTriangular htri]
  simp [gsCoeff]

/-- The overlap matrix factorises as `S = Rᴴ D R`, with `R` the Gram-Schmidt coefficients and `D`
the diagonal matrix of squared norms of the Gram-Schmidt vectors. -/
theorem overlap_factorisation (v : Fin n → E) :
    overlap 𝕜 v = (gsCoeff 𝕜 v)ᴴ *
      Matrix.diagonal (fun k => ((‖gramSchmidt 𝕜 v k‖ ^ 2 : ℝ) : 𝕜)) * gsCoeff 𝕜 v := by
  ext i j
  calc overlap 𝕜 v i j = inner 𝕜 (v i) (v j) := rfl
    _ = inner 𝕜 (∑ k, gsCoeff 𝕜 v k i • gramSchmidt 𝕜 v k)
          (∑ l, gsCoeff 𝕜 v l j • gramSchmidt 𝕜 v l) := by
        exact congrArg₂ (inner 𝕜) (gs_expansion 𝕜 v i) (gs_expansion 𝕜 v j)
    _ = ∑ k, starRingEnd 𝕜 (gsCoeff 𝕜 v k i) *
          ((‖gramSchmidt 𝕜 v k‖ ^ 2 : ℝ) : 𝕜) * gsCoeff 𝕜 v k j := by
        -- orthogonality removes one of the two sums
        simp only [sum_inner, inner_sum, inner_smul_left, inner_smul_right, gs_overlap,
          mul_ite, mul_zero, Finset.sum_ite_eq', Finset.mem_univ, if_true]
        refine Finset.sum_congr rfl fun k _ => ?_
        ring
    _ = _ := by
        rw [Matrix.mul_apply]
        refine Finset.sum_congr rfl fun k _ => ?_
        rw [Matrix.mul_diagonal, Matrix.conjTranspose_apply, starRingEnd_apply]

/-- The determinant of the overlap matrix of any finite family of vectors is the product of the
squared norms of its unnormalised Gram-Schmidt vectors. -/
theorem det_overlap (v : Fin n → E) :
    (overlap 𝕜 v).det = ((∏ k, ‖gramSchmidt 𝕜 v k‖ ^ 2 : ℝ) : 𝕜) := by
  rw [overlap_factorisation, Matrix.det_mul, Matrix.det_mul, Matrix.det_conjTranspose,
    det_gsCoeff, Matrix.det_diagonal]
  simp

/-- The overlap determinant is non-zero exactly when the vectors are linearly independent. -/
theorem det_overlap_ne_zero_iff (v : Fin n → E) :
    (overlap 𝕜 v).det ≠ 0 ↔ LinearIndependent 𝕜 v := by
  constructor
  · intro hdet
    rw [Fintype.linearIndependent_iff]
    intro c hc
    -- the coefficients of a vanishing combination are sent to zero by the overlap matrix
    have hnull : overlap 𝕜 v *ᵥ c = 0 := by
      ext i
      have e : (overlap 𝕜 v *ᵥ c) i = 0 := by
        calc (overlap 𝕜 v *ᵥ c) i = ∑ j, inner 𝕜 (v i) (v j) * c j := rfl
          _ = inner 𝕜 (v i) (∑ j, c j • v j) := by
              simp only [inner_sum, inner_smul_right]
              exact Finset.sum_congr rfl fun _ _ => mul_comm _ _
          _ = 0 := by rw [hc, inner_zero_right]
      exact e
    exact fun i => congrFun (Matrix.eq_zero_of_mulVec_eq_zero hdet hnull) i
  · intro h
    rw [det_overlap]
    exact RCLike.ofReal_ne_zero.mpr (Finset.prod_ne_zero_iff.mpr fun i _ =>
      pow_ne_zero 2 (norm_ne_zero_iff.mpr (gramSchmidt_ne_zero i h)))

/-- For linearly dependent vectors the overlap determinant and the product of squared
Gram-Schmidt norms both vanish. -/
theorem both_vanish_of_dependent (v : Fin n → E) (h : ¬ LinearIndependent 𝕜 v) :
    (overlap 𝕜 v).det = 0 ∧ ∏ k, ‖gramSchmidt 𝕜 v k‖ ^ 2 = 0 := by
  have hdet : (overlap 𝕜 v).det = 0 := by
    by_contra hne
    exact h ((det_overlap_ne_zero_iff 𝕜 v).mp hne)
  refine ⟨hdet, ?_⟩
  rw [det_overlap] at hdet
  exact RCLike.ofReal_eq_zero.mp hdet

/-- A Gram-Schmidt vector is never longer than the vector it was made from. -/
theorem norm_gs_le (v : Fin n → E) (i : Fin n) : ‖gramSchmidt 𝕜 v i‖ ≤ ‖v i‖ := by
  have h : inner 𝕜 (gramSchmidt 𝕜 v i) (v i) = ((‖gramSchmidt 𝕜 v i‖ ^ 2 : ℝ) : 𝕜) := by
    refine (congrArg (inner 𝕜 (gramSchmidt 𝕜 v i)) (gs_expansion 𝕜 v i)).trans ?_
    simp only [inner_sum, inner_smul_right, gs_overlap, mul_ite, mul_zero,
      Finset.sum_ite_eq, Finset.mem_univ, if_true]
    simp [gsCoeff]
  have hcs := norm_inner_le_norm (𝕜 := 𝕜) (gramSchmidt 𝕜 v i) (v i)
  rw [h, RCLike.norm_ofReal, abs_of_nonneg (sq_nonneg _)] at hcs
  by_contra hlt
  have hlt' := lt_of_not_ge hlt
  have hpos := lt_of_le_of_lt (norm_nonneg (v i)) hlt'
  nlinarith [mul_pos hpos (sub_pos.mpr hlt')]

/-- Hadamard's inequality: the real part of the overlap determinant is at most the product of the
squared norms of the original vectors. -/
theorem hadamard_inequality (v : Fin n → E) :
    RCLike.re (overlap 𝕜 v).det ≤ ∏ k, ‖v k‖ ^ 2 := by
  rw [det_overlap, RCLike.ofReal_re]
  exact Finset.prod_le_prod (fun _ _ => sq_nonneg _)
    (fun i _ => pow_le_pow_left₀ (norm_nonneg _) (norm_gs_le 𝕜 v i) 2)

end

end GramSchmidtOverlap
```

```lean
#print axioms GramSchmidtOverlap.det_overlap
#print axioms GramSchmidtOverlap.both_vanish_of_dependent
#print axioms GramSchmidtOverlap.hadamard_inequality
```

```
'GramSchmidtOverlap.det_overlap' depends on axioms: [propext, Classical.choice, Quot.sound]
'GramSchmidtOverlap.both_vanish_of_dependent' depends on axioms: [propext, Classical.choice, Quot.sound]
'GramSchmidtOverlap.hadamard_inequality' depends on axioms: [propext, Classical.choice, Quot.sound]
```

## Vectors, scalars and coefficients in Lean

The family is a function `v : Fin n → E`, so indices run from 0 to n−1. The scalars `𝕜` are ℝ or ℂ, through `RCLike`. The space `E` may be infinite-dimensional and need not be complete, but the family is finite. For n = 0 both sides of the identity are 1.

The matrix S is `overlap 𝕜 v`, and u_k is Mathlib's `gramSchmidt 𝕜 v k`, obtained by subtracting from each vector its projections on the earlier u_i:

u_j = v_j − ∑_{i<j} R_ij u_i, with R_ij = ⟨u_i, v_j⟩ / ‖u_i‖² for i < j.

The matrix R is `gsCoeff 𝕜 v`, completed by R_jj = 1 and by zeros below the diagonal. If u_i = 0, Lean's division by zero gives R_ij = 0 for j > i, which is harmless because this coefficient multiplies the zero vector.

The main theorem, `det_overlap`, has no hypothesis on `v`. Its determinant lies in `𝕜`, so the real product on the right is converted to that type. The theorem `both_vanish_of_dependent` adds that for a linearly dependent family the determinant and the product are both zero.

## What the determinant measures for orbitals

If the v_i are n ≥ 1 spin orbitals, det S is the squared norm of the single Slater determinant built from them with prefactor 1/√n!. For this one-determinant state, the identity splits the squared norm into one factor per orbital, each being the squared length of the part of v_k orthogonal to all earlier orbitals. If the orbitals are normalised, each factor lies between 0 and 1, and a factor near 0 marks an orbital that the earlier ones almost reproduce.

The theorems concern exact arithmetic and do not address rounding errors in a numerical orthogonalisation.

## From orthogonality to the determinant

Suppose that u_0, …, u_{j−1} are mutually orthogonal. For k < j,

⟨u_k, u_j⟩ = ⟨u_k, v_j⟩ − ∑_{i<j} R_ij ⟨u_k, u_i⟩ = ⟨u_k, v_j⟩ − R_kj ‖u_k‖² = 0

when u_k ≠ 0, and the overlap is zero anyway when u_k = 0. By induction, all the u_k are mutually orthogonal. Lean takes this from Mathlib's `gramSchmidt_orthogonal`, and `gs_overlap` combines it with ⟨u_k, u_k⟩ = ‖u_k‖².

Moving the projections to the other side of the definition gives

v_j = u_j + ∑_{i<j} R_ij u_i = ∑_i R_ij u_i.

This is `gs_expansion`. Its proof starts from Mathlib's version of the first equality, extends the sum to all i, and compares terms in the three cases i < j, i = j and i > j.

Inserting the expansion into an overlap, and then using orthogonality, gives

S_ij = ∑_k ∑_l R_ki* R_lj ⟨u_k, u_l⟩ = ∑_k R_ki* ‖u_k‖² R_kj.

In matrix form, with D = diag(‖u_k‖²),

S = Rᴴ D R.

The proof of `overlap_factorisation` follows the same route: it expands both vectors, collapses the double sum with `gs_overlap`, and recognises the remaining sum as an entry of the matrix product.

Since R is upper triangular with ones on its diagonal, det R = 1, which is `det_gsCoeff`. Therefore

det S = (det R)* · det D · det R = ∏_k ‖u_k‖².

The rewriting steps in `det_overlap` are this line: the determinant of a product, of a conjugate transpose and of a diagonal matrix.

## When the determinant vanishes

The theorem `det_overlap_ne_zero_iff` says that det S ≠ 0 exactly when the family is linearly independent.

Suppose first that det S ≠ 0 and ∑_j c_j v_j = 0. Then

(S c)_i = ∑_j ⟨v_i, v_j⟩ c_j = ⟨v_i, ∑_j c_j v_j⟩ = 0

for every i. A matrix with non-zero determinant sends only the zero vector to zero, so every c_j is zero. In Lean, `hnull` records S c = 0 and `Matrix.eq_zero_of_mulVec_eq_zero` finishes the argument.

Conversely, let the family be independent. Each u_k is v_k minus a combination of earlier v_i, so u_k = 0 would be a linear dependence. Hence every ‖u_k‖² is positive, and so is their product. Lean uses `gramSchmidt_ne_zero` here.

For a dependent family the equivalence gives det S = 0, and `det_overlap` carries the zero over to the product.

## An upper bound from the original lengths

By the expansion and orthogonality,

⟨u_i, v_i⟩ = ∑_k R_ki ⟨u_i, u_k⟩ = R_ii ‖u_i‖² = ‖u_i‖².

The Cauchy-Schwarz inequality then gives ‖u_i‖² ≤ ‖u_i‖ ‖v_i‖. Dividing by ‖u_i‖ when it is positive yields ‖u_i‖ ≤ ‖v_i‖, which is trivial when u_i = 0. The Lean proof of `norm_gs_le` avoids the division by assuming the opposite inequality and deriving a contradiction with `nlinarith`.

Multiplying the squared inequalities gives Hadamard's inequality for overlap matrices:

det S ≤ ∏_k ‖v_k‖².

The theorem `hadamard_inequality` states it for the real part of the determinant, so that both sides have type ℝ; by `det_overlap` the determinant has no imaginary part to lose. It gives no criterion for equality.

## The same identity with normalised vectors

The statement could also have been modelled with normalised vectors e_k = u_k/‖u_k‖, setting e_k = 0 where u_k = 0. The coefficients would become T_kj = ⟨e_k, v_j⟩, and the factorisation would read S = Tᴴ T, with no diagonal matrix in the middle. The norms ‖u_k‖ would then sit on the diagonal of T, so the determinant would come from |det T|² and the triangular factor would no longer have determinant one in general.
